# Laplacian kernel matrices of points on a line are positive semidefinite

## Kernel, levels and floor

Let $x_i$ be real numbers labelled by a finite index set $I$, and let $a$ be a real parameter. The Laplacian kernel matrix $K$ has the entries

$$K_{ij} = e^{-a|x_i - x_j|}.$$

Positive semidefiniteness holds for $a \ge 0$ and can fail for negative $a$. For $a>0$ the parameter is an inverse correlation length: two points a distance $1/a$ apart have kernel value $e^{-1}$. If the $x_i$ are times, $a$ is an inverse correlation time.

A real matrix $K$ is called positive semidefinite if it is symmetric and $c^{T}Kc \ge 0$ for every real vector $c$. It is positive definite if it is symmetric and $c^{T}Kc > 0$ for every $c \neq 0$.

The derivation uses a second quadratic form. For a finite set $S$ of indices, real levels $s_i$, real coefficients $c_i$ and a real number $m$, called the floor, put

$$Q_S(s,c,m) = \sum_{i\in S}\sum_{j\in S} c_i c_j\,\bigl(\min(s_i,s_j) - m\bigr).$$

## Factorisation through the minimum kernel

For $a \ge 0$ and all real $x, y$,

$$e^{-a|x-y|} = e^{-ax}\,\min\bigl(e^{2ax}, e^{2ay}\bigr)\,e^{-ay}.$$

Three statements about $K$ follow from it.

- For $a \ge 0$, $K$ is positive semidefinite, whether or not points coincide.
- For $a > 0$, $K$ is positive definite exactly when the points are pairwise distinct.
- For $a > 0$ and pairwise distinct points, the linear system $Kw = y$ has exactly one solution $w$ for every data vector $y$.

## Cholesky factors, fitted curves and correlated noise

A code that fits an energy curve along one scalar coordinate by interpolation with the Laplacian kernel solves $Kw = y$, where $y$ holds the computed energies. The fitted curve is $f(x) = \sum_j w_j\, e^{-a|x-x_j|}$. Positive definiteness means that a Cholesky factorisation of $K$ exists and that the weights are determined by the data. With a ridge term $\lambda > 0$ the matrix is $K + \lambda \mathbb{1}$, and semidefiniteness of $K$ is already enough, because $c^{T}(K+\lambda \mathbb{1})c \ge \lambda\, c^{T}c$.

The same matrix is the covariance of stationary Gaussian noise of unit variance whose autocorrelation at time lag $t$ is $e^{-a|t|}$ with $a>0$, sampled at times $x_i$. A covariance matrix has to be positive semidefinite, since $c^{T}Kc$ is the variance of the combination $\sum_i c_i \xi_i$ of the noise values $\xi_i$.

## Peeling off the lowest level

**The factorisation.** Suppose $x \le y$. Since $a \ge 0$, we have $e^{2ax} \le e^{2ay}$, so the minimum is $e^{2ax}$. The exponents on the right add up to

$$-ax + 2ax - ay = -a(y-x) = -a|x-y|.$$

If $y \le x$, the minimum is $e^{2ay}$ and the exponents add up to $-ax + 2ay - ay = -a(x-y) = -a|x-y|$.

**The quadratic form.** Put $s_i = e^{2ax_i}$ and $d_i = e^{-ax_i}c_i$. Inserting the factorisation gives

$$c^{T}Kc = \sum_{i,j} c_i\, e^{-ax_i}\min(s_i,s_j)\,e^{-ax_j}\, c_j = Q_I(s,d,0).$$

It remains to study $Q$ with floor zero and positive levels.

**The peeling step.** Let $b$ be an index outside $S$ with $s_b \le s_i$ for all $i \in S$. For $i,j \in S\cup\{b\}$ write

$$\min(s_i,s_j) - m = (s_b - m) + \bigl(\min(s_i,s_j) - s_b\bigr).$$

The first term does not depend on $i$ and $j$, so its double sum, weighted with $c_i c_j$, is $s_b - m$ times a perfect square. The second term vanishes when $i = b$ or $j = b$, because the minimum is then $s_b$. Only indices in $S$ survive there, and

$$Q_{S\cup\{b\}}(s,c,m) = (s_b - m)\Bigl(\sum_{i\in S\cup\{b\}} c_i\Bigr)^2 + Q_S(s,c,s_b).$$

**Nonnegativity.** Claim: $Q_S(s,c,m) \ge 0$ whenever $m \le s_i$ for all $i\in S$. For empty $S$ the form is zero. Now build the set by adding points in order of decreasing level, and let $b$ be the point added to $T$. In the peeling formula the factor $s_b - m$ is nonnegative. The remaining form $Q_T(s,c,s_b)$ has its floor at $s_b$, which lies below or at all levels in $T$, so it is nonnegative by induction. With $m = 0$ and $s_i = e^{2ax_i} > 0$ this gives $c^{T}Kc \ge 0$. The symmetry of $K$ is clear from $|x_i-x_j| = |x_j-x_i|$.

**Definiteness for distinct points.** Let the levels be distinct and strictly above the floor, and suppose that $Q_{T\cup\{b\}}(s,c,m) = 0$. Both terms of the peeling formula are nonnegative, so both vanish. The levels in $T$ lie strictly above $s_b$, because they are distinct from it, and induction gives $c_i = 0$ for all $i \in T$. The square then reduces to $(s_b - m)c_b^2 = 0$ with $s_b > m$, hence $c_b = 0$.

For $a > 0$, distinct points have distinct levels $e^{2ax_i}$. If $c^{T}Kc = 0$, then every $d_i = e^{-ax_i}c_i$ vanishes, and therefore so does every $c_i$.

**Coinciding points.** If $x_i = x_j$ with $i \neq j$, columns $i$ and $j$ of $K$ are equal. Let $e_i$ denote the $i$-th unit vector. Then $K(e_i - e_j) = 0$, and $K$ is not positive definite.

**Interpolation weights.** A positive definite matrix has positive determinant, so $K$ is invertible. The vector $w = K^{-1}y$ solves $Kw = y$, and multiplying any solution by $K^{-1}$ shows that it equals this one.

## The Lean file

```lean
import Mathlib

open Matrix

namespace LaplacianKernelPositivity

noncomputable section

variable {ι : Type*}

/-- The Laplacian kernel matrix of the points `x i` on the line, with entries
`exp (-a |x i - x j|)`. -/
def laplacianKernel (a : ℝ) (x : ι → ℝ) : Matrix ι ι ℝ :=
  Matrix.of fun i j => Real.exp (-a * |x i - x j|)

/-- The quadratic form of the minimum kernel `min (s i) (s j)` on a finite set of points,
with all levels measured from a floor `m`. -/
def minForm (S : Finset ι) (s c : ι → ℝ) (m : ℝ) : ℝ :=
  ∑ i ∈ S, ∑ j ∈ S, c i * c j * (min (s i) (s j) - m)

/-- Peeling off a point `b` of lowest level: the minimum form is a square weighted by the height
of `b` above the floor, plus the form of the other points with the floor raised to `s b`. -/
theorem minForm_insert [DecidableEq ι] {S : Finset ι} {b : ι} (hb : b ∉ S) (s c : ι → ℝ)
    (hmin : ∀ i ∈ S, s b ≤ s i) (m : ℝ) :
    minForm (insert b S) s c m
      = (s b - m) * (∑ i ∈ insert b S, c i) ^ 2 + minForm S s c (s b) := by
  -- moving the floor from `m` to `s b` splits off `s b - m` times a perfect square
  have shift : minForm (insert b S) s c m
      = (s b - m) * (∑ i ∈ insert b S, c i) ^ 2 + minForm (insert b S) s c (s b) := by
    unfold minForm
    rw [sq, Finset.sum_mul_sum, Finset.mul_sum, ← Finset.sum_add_distrib]
    refine Finset.sum_congr rfl fun i _ => ?_
    rw [Finset.mul_sum, ← Finset.sum_add_distrib]
    exact Finset.sum_congr rfl fun j _ => by ring
  -- with the floor at `s b`, the row and the column of `b` vanish
  have drop : minForm (insert b S) s c (s b) = minForm S s c (s b) := by
    unfold minForm
    have row : ∑ j ∈ insert b S, c b * c j * (min (s b) (s j) - s b) = 0 := by
      refine Finset.sum_eq_zero fun j hj => ?_
      rcases Finset.mem_insert.mp hj with h | h
      · simp [h]
      · simp [min_eq_left (hmin j h)]
    rw [Finset.sum_insert hb, row, zero_add]
    refine Finset.sum_congr rfl fun i hi => ?_
    rw [Finset.sum_insert hb, min_eq_right (hmin i hi), sub_self, mul_zero, zero_add]
  rw [shift, drop]

/-- The minimum form is nonnegative when no level lies below the floor. -/
theorem minForm_nonneg (s c : ι → ℝ) (S : Finset ι) :
    ∀ m : ℝ, (∀ i ∈ S, m ≤ s i) → 0 ≤ minForm S s c m := by
  classical
  refine Finset.induction_on_min_value s S ?_ ?_
  · intro m _
    simp [minForm]
  · intro b T hb hmin ih m hm
    rw [minForm_insert hb s c hmin m]
    have h1 : 0 ≤ s b - m := sub_nonneg.mpr (hm b (Finset.mem_insert_self b T))
    have h2 := ih (s b) hmin
    positivity

/-- If the levels are distinct and lie strictly above the floor, the minimum form vanishes only when
all coefficients with index in `S` vanish. -/
theorem coeff_eq_zero_of_minForm_eq_zero (s c : ι → ℝ) (hs : Function.Injective s)
    (S : Finset ι) :
    ∀ m : ℝ, (∀ i ∈ S, m < s i) → minForm S s c m = 0 → ∀ i ∈ S, c i = 0 := by
  classical
  refine Finset.induction_on_min_value s S ?_ ?_
  · intro m _ _ i hi
    simp at hi
  · intro b T hb hmin ih m hm h0
    rw [minForm_insert hb s c hmin m] at h0
    have h1 : 0 < s b - m := sub_pos.mpr (hm b (Finset.mem_insert_self b T))
    have h2 := minForm_nonneg s c T (s b) hmin
    have h3 : 0 ≤ (s b - m) * (∑ i ∈ insert b T, c i) ^ 2 := by positivity
    -- both nonnegative parts vanish
    have hT : ∀ i ∈ T, c i = 0 := by
      refine ih (s b) (fun i hi => lt_of_le_of_ne (hmin i hi) fun h => ?_) (by linarith)
      exact hb (hs h ▸ hi)
    have h4 : (s b - m) * (∑ i ∈ insert b T, c i) ^ 2 = 0 := by linarith
    have h5 : ∑ i ∈ insert b T, c i = 0 :=
      pow_eq_zero_iff (two_ne_zero) |>.mp ((mul_eq_zero.mp h4).resolve_left h1.ne')
    rw [Finset.sum_insert hb, Finset.sum_eq_zero hT, add_zero] at h5
    intro i hi
    rcases Finset.mem_insert.mp hi with h | h
    · rw [h, h5]
    · exact hT i h

/-- For `a ≥ 0` the Laplacian kernel factorises through the minimum kernel of the
levels `exp (2 a x)`. -/
theorem laplacian_factorisation {a : ℝ} (ha : 0 ≤ a) (x y : ℝ) :
    Real.exp (-a * |x - y|) = Real.exp (-a * x)
      * min (Real.exp (2 * a * x)) (Real.exp (2 * a * y)) * Real.exp (-a * y) := by
  rcases le_total x y with h | h
  · have hle : Real.exp (2 * a * x) ≤ Real.exp (2 * a * y) :=
      Real.exp_le_exp.mpr (by nlinarith [mul_le_mul_of_nonneg_left h ha])
    rw [min_eq_left hle, abs_of_nonpos (by linarith), ← Real.exp_add, ← Real.exp_add]
    congr 1
    ring
  · have hle : Real.exp (2 * a * y) ≤ Real.exp (2 * a * x) :=
      Real.exp_le_exp.mpr (by nlinarith [mul_le_mul_of_nonneg_left h ha])
    rw [min_eq_right hle, abs_of_nonneg (by linarith), ← Real.exp_add, ← Real.exp_add]
    congr 1
    ring

/-- For `a ≥ 0` the quadratic form of the Laplacian kernel matrix is the minimum form with
floor zero, levels `exp (2 a x i)` and coefficients `exp (-a x i) c i`. -/
theorem laplacian_quadratic_form [Fintype ι] {a : ℝ} (ha : 0 ≤ a) (x c : ι → ℝ) :
    c ⬝ᵥ (laplacianKernel a x *ᵥ c) = minForm Finset.univ
      (fun i => Real.exp (2 * a * x i)) (fun i => Real.exp (-a * x i) * c i) 0 := by
  simp only [dotProduct, Matrix.mulVec, minForm, Finset.mul_sum, laplacianKernel,
    Matrix.of_apply, sub_zero]
  refine Finset.sum_congr rfl fun i _ => Finset.sum_congr rfl fun j _ => ?_
  rw [laplacian_factorisation ha]
  ring

/-- For `a ≥ 0` and any finite family of real points, the Laplacian kernel matrix is
positive semidefinite. -/
theorem laplacianKernel_posSemidef [Fintype ι] {a : ℝ} (ha : 0 ≤ a) (x : ι → ℝ) :
    (laplacianKernel a x).PosSemidef := by
  refine Matrix.PosSemidef.of_dotProduct_mulVec_nonneg ?_ ?_
  · refine Matrix.IsHermitian.ext fun i j => ?_
    simp only [laplacianKernel, Matrix.of_apply, star_trivial]
    rw [abs_sub_comm]
  · intro c
    rw [star_trivial, laplacian_quadratic_form ha]
    exact minForm_nonneg _ _ _ 0 fun i _ => (Real.exp_pos _).le

/-- For `a > 0` the Laplacian kernel matrix is positive definite exactly when the points are
pairwise distinct. -/
theorem laplacianKernel_posDef_iff [Fintype ι] {a : ℝ} (ha : 0 < a) (x : ι → ℝ) :
    (laplacianKernel a x).PosDef ↔ Function.Injective x := by
  classical
  constructor
  · intro h i j hij
    by_contra hne
    -- coinciding points give equal columns, hence a null vector
    have hv : (Pi.single i 1 - Pi.single j 1 : ι → ℝ) ≠ 0 := by
      intro h0
      have h1 := congrFun h0 i
      simp [hne] at h1
    have hK : laplacianKernel a x *ᵥ (Pi.single i 1 - Pi.single j 1 : ι → ℝ) = 0 := by
      ext k
      simp [Matrix.mulVec_sub, laplacianKernel, hij]
    have hpos := h.dotProduct_mulVec_pos hv
    rw [hK, dotProduct_zero] at hpos
    exact lt_irrefl _ hpos
  · intro hx
    refine Matrix.posDef_iff_dotProduct_mulVec.mpr
      ⟨(laplacianKernel_posSemidef ha.le x).isHermitian, ?_⟩
    intro c hc
    rw [star_trivial, laplacian_quadratic_form ha.le]
    refine lt_of_le_of_ne (minForm_nonneg _ _ _ 0 fun i _ => (Real.exp_pos _).le) ?_
    intro h0
    have hs : Function.Injective fun i => Real.exp (2 * a * x i) := by
      intro i j hij
      have h2a : 2 * a ≠ 0 := by positivity
      exact hx (mul_left_cancel₀ h2a (Real.exp_injective hij))
    apply hc
    ext i
    have hi := coeff_eq_zero_of_minForm_eq_zero _ _ hs Finset.univ 0
      (fun i _ => Real.exp_pos _) h0.symm i (Finset.mem_univ i)
    exact (mul_eq_zero.mp hi).resolve_left (Real.exp_pos _).ne'

/-- For `a > 0` and pairwise distinct points, any data `y` are interpolated by the Laplacian
kernel with exactly one vector of weights. -/
theorem existsUnique_interpolation_weights [Fintype ι] {a : ℝ} (ha : 0 < a) {x : ι → ℝ}
    (hx : Function.Injective x) (y : ι → ℝ) :
    ∃! w : ι → ℝ, laplacianKernel a x *ᵥ w = y := by
  classical
  have hdet : IsUnit (laplacianKernel a x).det :=
    isUnit_iff_ne_zero.mpr ((laplacianKernel_posDef_iff ha x).mpr hx).det_pos.ne'
  refine ⟨(laplacianKernel a x)⁻¹ *ᵥ y, ?_, ?_⟩
  · change laplacianKernel a x *ᵥ ((laplacianKernel a x)⁻¹ *ᵥ y) = y
    rw [Matrix.mulVec_mulVec, Matrix.mul_nonsing_inv _ hdet, Matrix.one_mulVec]
  · intro w hw
    rw [← hw, Matrix.mulVec_mulVec, Matrix.nonsing_inv_mul _ hdet, Matrix.one_mulVec]

end

end LaplacianKernelPositivity
```

```lean
#print axioms LaplacianKernelPositivity.laplacianKernel_posSemidef
-- 'LaplacianKernelPositivity.laplacianKernel_posSemidef' depends on axioms: [propext, Classical.choice, Quot.sound]
#print axioms LaplacianKernelPositivity.existsUnique_interpolation_weights
-- 'LaplacianKernelPositivity.existsUnique_interpolation_weights' depends on axioms: [propext, Classical.choice, Quot.sound]
```

## From Lean types to kernel matrices

The type `ι` is the set of labels, and `[Fintype ι]` makes it finite. It may be empty or have one element. The points are a function `x : ι → ℝ`, in no particular order, and `laplacianKernel a x` is the matrix $K$. The expression `minForm S s c m` is $Q_S(s,c,m)$.

`PosSemidef` and `PosDef` are Mathlib's notions for matrices that may be complex. They ask for a Hermitian matrix and use a conjugated vector in the quadratic form; over `ℝ` conjugation does nothing, and they agree with the definitions above. `Function.Injective x` says that the points are pairwise distinct, and `∃! w` that there is exactly one weight vector.

The hypothesis is `0 ≤ a` in `laplacianKernel_posSemidef`, and `0 < a` in `laplacianKernel_posDef_iff` and `existsUnique_interpolation_weights`.

## Induction with a movable floor

`minForm_insert` is the peeling step. Its part `shift` splits off the square, and `drop` removes the row and column of `b` once the floor is at `s b`.

`minForm_nonneg` and `coeff_eq_zero_of_minForm_eq_zero` both use `Finset.induction_on_min_value`, which inserts at each stage a point whose level is no higher than those already present. Both statements are proved for all `m` at once. This matters because the induction hypothesis is needed at the new floor `s b` and not at the original one. In the second lemma, `hT` says that the coefficients in `T` vanish, and `h5` that the sum inside the square does.

`laplacian_factorisation` treats the two orderings of `x` and `y` separately, and `laplacian_quadratic_form` carries the identity into the double sum. `laplacianKernel_posSemidef` then adds the symmetry. In `laplacianKernel_posDef_iff`, the forward direction uses the null vector `Pi.single i 1 - Pi.single j 1`, and the backward direction applies the vanishing lemma at floor zero. The last theorem obtains invertibility from `det_pos` and verifies the solution $K^{-1}y$ and its uniqueness.

## Negative $a$, zero $a$ and repeated points

Two points suffice to show what each hypothesis does.

- **Negative $a$.** Take $a = -1$, $x_1 = 0$, $x_2 = 1$ and $c = (1,-1)$. The off-diagonal entries are $e$, and $c^{T}Kc = 2 - 2e < 0$. Semidefiniteness fails.
- **$a = 0$ with distinct points.** All entries of $K$ are $1$. The matrix is still semidefinite, but $c = (1,-1)$ is a null vector, and the data $y = (0,1)$ cannot be interpolated.
- **Repeated points with $a > 0$.** If $x_1 = x_2$, $K$ is again the matrix of ones. The data $y = (0,1)$ have no weights, while $y = (1,1)$ has infinitely many, namely all $w$ with $w_1 + w_2 = 1$.

## Rounding, conditioning and other distances

The theorems concern real numbers, not floating-point ones, and they give no explicit positive lower bound on the smallest eigenvalue. For two points a distance $r$ apart the eigenvalues of $K$ are $1 \pm e^{-ar}$, and the smaller one tends to zero with $r$. A Cholesky routine can therefore break down on nearly coinciding points although $K$ is positive definite.

The factorisation serves the proof and is a poor way to compute the entries: $e^{2ax}$ overflows for large $ax$, whereas $e^{-a|x-y|}$ never exceeds $1$ when $a \ge 0$.

The distance is the absolute difference of two real numbers. Descriptors with several components and periodic coordinates such as dihedral angles, with the distance taken around the circle, lead to other matrices, which the file does not treat. Nor does unique solvability say how accurate the interpolated curve is between the data points. For $a>0$ and distinct points, the slope of the curve jumps by $-2a w_j$ at $x_j$, so a force computed as minus its derivative is discontinuous there unless $w_j = 0$.
